# Under a strong enough rank-one attraction, a finite ultrasoft model has a level below any eigenstate orthogonal to its projector

Operators are modelled here as real matrices over a finite orthonormal basis, indexed by `n`, and an energy level is a real number \(\mu\) for which some nonzero vector \(\psi\) satisfies \(H\psi=\mu S\psi\). The predicate `IsGenEigen H S μ ψ` says exactly this.

There is a single projector vector \(\beta\), with \(b=\beta\cdot\beta\). The overlap is \(S=1+q\,\beta\beta^T\), where \(q\) stands for the augmentation charge of that channel. The Hamiltonian is \(H_t=H_0-t\,\beta\beta^T\), where \(t\) stands for the amount by which screening lowers the nonlocal coefficient. In a self-consistent calculation that shift follows from the density and the local potential changes with it; here \(t\) is a free number and \(H_0\) is fixed.

```lean
import Mathlib

open Matrix

namespace UltrasoftGhost

variable {n : Type*} [Fintype n] [DecidableEq n]

/-- The ultrasoft overlap operator `S = 1 + q β βᵀ`. -/
def overlap (q : ℝ) (β : n → ℝ) : Matrix n n ℝ := 1 + q • vecMulVec β β

/-- The screened Hamiltonian `H_t = H0 - t β βᵀ`. -/
def screened (H0 : Matrix n n ℝ) (t : ℝ) (β : n → ℝ) : Matrix n n ℝ :=
  H0 - t • vecMulVec β β

/-- `ψ` is a nonzero solution of the generalized eigenvalue problem `H ψ = μ S ψ`. -/
def IsGenEigen (H S : Matrix n n ℝ) (μ : ℝ) (ψ : n → ℝ) : Prop :=
  ψ ≠ 0 ∧ H *ᵥ ψ = μ • (S *ᵥ ψ)
```

The reference state \(\varphi\) satisfies \(H_0\varphi=\varepsilon S\varphi\) and \(\beta\cdot\varphi=0\). Here "reference" only means that its level is used for comparison; the atomic state from which an ultrasoft projector is built overlaps with that projector, and is not covered. The state \(\varphi\) keeps its energy under screening. If \(H_0\) is symmetric, \(S\) is positive definite and \(\beta\neq0\), a sufficiently large \(t\) guarantees another level below it. For this one-projector model with prescribed \(t\), that gives a sufficient condition for the kind of low-lying state that can disturb an ultrasoft calculation.

## Symmetric \(H_0\): eigenvectors orthogonal with respect to \(S\)

In Lean, `⬝ᵥ` is the dot product, `*ᵥ` applies a matrix to a vector, and `vecMulVec β β` is \(\beta\beta^T\). Since \(\beta\beta^Tx=(\beta\cdot x)\beta\),

\[
Sx=x+q(\beta\cdot x)\beta,\qquad H_tx=H_0x-t(\beta\cdot x)\beta .
\]

```lean
omit [DecidableEq n] in
/-- The projector term sends `x` to `⟨β, x⟩ β`. -/
lemma projector_mulVec (β x : n → ℝ) : vecMulVec β β *ᵥ x = (β ⬝ᵥ x) • β := by
  ext i
  simp only [Matrix.mulVec, dotProduct, Matrix.vecMulVec_apply, Pi.smul_apply,
    smul_eq_mul, Finset.sum_mul]
  exact Finset.sum_congr rfl (fun j _ => by ring)

/-- The overlap operator acts as `S x = x + q ⟨β, x⟩ β`. -/
lemma overlap_mulVec (q : ℝ) (β x : n → ℝ) :
    overlap q β *ᵥ x = x + (q * (β ⬝ᵥ x)) • β := by
  rw [overlap, Matrix.add_mulVec, Matrix.one_mulVec, Matrix.smul_mulVec,
    projector_mulVec, smul_smul]

omit [DecidableEq n] in
/-- The screened Hamiltonian acts as `H_t x = H0 x - t ⟨β, x⟩ β`. -/
lemma screened_mulVec (H0 : Matrix n n ℝ) (t : ℝ) (β x : n → ℝ) :
    screened H0 t β *ᵥ x = H0 *ᵥ x - (t * (β ⬝ᵥ x)) • β := by
  rw [screened, Matrix.sub_mulVec, Matrix.smul_mulVec, projector_mulVec, smul_smul]
```

The hypothesis `H0.IsSymm` is the real form of Hermiticity. It gives \(x\cdot Ay=y\cdot Ax\) for \(A=H_0\), and also for \(H_t\) and \(S\), because \(\beta\beta^T\) is symmetric. It is used to show that a minimiser of the energy is an eigenvector, to show that eigenvectors at different levels are orthogonal with respect to \(S\), and, in `ghost_iff`, to move \(H_0\) from \(\psi\) onto \(\beta\). Each time the proof calls `form_comm`.

```lean
omit [DecidableEq n] in
/-- A real symmetric operator has a symmetric bilinear form. -/
lemma form_comm {A : Matrix n n ℝ} (hA : A.IsSymm) (x y : n → ℝ) :
    x ⬝ᵥ A *ᵥ y = y ⬝ᵥ A *ᵥ x := by
  rw [Matrix.dotProduct_mulVec, ← Matrix.mulVec_transpose, hA.eq, dotProduct_comm]

omit [Fintype n] [DecidableEq n] in
/-- The projector term is symmetric. -/
lemma projector_symm (β : n → ℝ) : (vecMulVec β β).IsSymm :=
  Matrix.IsSymm.ext fun i j => by simp only [Matrix.vecMulVec_apply]; ring
```

Without symmetry the orthogonality can fail. Take \(H_0=\begin{pmatrix}0&1\\0&1\end{pmatrix}\), \(\beta=(0,1)\), \(q=1\), \(t=2\), \(\varphi=(1,0)\) and \(\varepsilon=0\). The level below zero is \(-1/2\), and its eigenvectors are multiples of \((-2,1)\), which are not orthogonal to \(\varphi\).

## \(1+qb>0\): every state has positive ultrasoft norm

The augmentation charge may be negative, but not so negative that some state has zero or negative norm. By hand,

\[
x\cdot Sx=x\cdot x+q(\beta\cdot x)^2 .
\]

If \(q\ge0\), this is at least \(x\cdot x>0\) for \(x\neq0\). If \(q<0\), Cauchy–Schwarz, \((\beta\cdot x)^2\le b\,(x\cdot x)\), gives \(x\cdot Sx\ge(1+qb)\,x\cdot x>0\). The proof splits into the same two cases and closes each with `nlinarith`.

```lean
/-- For `1 + q ⟨β, β⟩ > 0` every nonzero state has positive ultrasoft norm. -/
theorem overlap_pos {q : ℝ} {β : n → ℝ} (hq : 0 < 1 + q * (β ⬝ᵥ β))
    {x : n → ℝ} (hx : x ≠ 0) : 0 < x ⬝ᵥ overlap q β *ᵥ x := by
  have hxx : 0 < x ⬝ᵥ x := by
    have h0 : 0 ≤ x ⬝ᵥ x := Finset.sum_nonneg fun i _ => mul_self_nonneg (x i)
    exact lt_of_le_of_ne h0 fun h => hx (dotProduct_self_eq_zero.mp h.symm)
  have cs : (β ⬝ᵥ x) ^ 2 ≤ (β ⬝ᵥ β) * (x ⬝ᵥ x) := by
    have h := Finset.sum_mul_sq_le_sq_mul_sq Finset.univ β x
    simpa only [dotProduct, pow_two] using h
  rw [overlap_mulVec, dotProduct_add, dotProduct_smul, smul_eq_mul, dotProduct_comm x β]
  rcases le_total 0 q with h | h
  · nlinarith [mul_nonneg h (sq_nonneg (β ⬝ᵥ x))]
  · nlinarith [mul_le_mul_of_nonpos_left cs h, mul_pos hq hxx]
```

Without this condition the low level can be missing. Take \(H_0=\mathrm{diag}(0,1)\), \(\beta=(0,1)\), \(q=-2\) and \(t=2\), with \(\varphi=(1,0)\) at \(\varepsilon=0\). The strength condition below reads \(1<2\) and holds. Yet \(H_t=\mathrm{diag}(0,-1)\) and \(S=\mathrm{diag}(1,-1)\), so the levels are \(0\) and \(1\), and neither is below \(0\).

## A finite basis: the lowest energy is attained

The variational step first needs a fact about symmetric \(A\) with \(y\cdot Ay\ge0\) for all \(y\). Suppose \(x\cdot Ax=0\) and put \(r=Ax\). For every real \(s\),

\[
0\le(x+sr)\cdot A(x+sr)=s^2\,r\cdot Ar+2s\,r\cdot r .
\]

A quadratic that is never negative has discriminant at most zero, so \(4(r\cdot r)^2\le0\) and \(r=0\). In Lean this is `discrim_le_zero`.

```lean
omit [DecidableEq n] in
/-- A state at which a nonnegative symmetric form vanishes is annihilated by its operator. -/
lemma kernel_of_form_zero {A : Matrix n n ℝ} (hA : A.IsSymm)
    (hpos : ∀ y, 0 ≤ y ⬝ᵥ A *ᵥ y) {x : n → ℝ} (hx : x ⬝ᵥ A *ᵥ x = 0) :
    A *ᵥ x = 0 := by
  -- vary `x` along the residual `A x`: the quadratic in `s` never goes negative
  have key : ∀ s : ℝ, 0 ≤ ((A *ᵥ x) ⬝ᵥ A *ᵥ (A *ᵥ x)) * (s * s)
      + (2 * ((A *ᵥ x) ⬝ᵥ (A *ᵥ x))) * s + 0 := by
    intro s
    have h := hpos (x + s • (A *ᵥ x))
    have hc := form_comm hA x (A *ᵥ x)
    simp only [Matrix.mulVec_add, Matrix.mulVec_smul, dotProduct_add, add_dotProduct,
      dotProduct_smul, smul_dotProduct, smul_eq_mul] at h
    rw [hx, hc] at h
    linarith
  have hd := discrim_le_zero key
  unfold discrim at hd
  apply dotProduct_self_eq_zero.mp
  nlinarith [sq_nonneg ((A *ᵥ x) ⬝ᵥ (A *ᵥ x))]
```

Now let \(v\) be a trial state with \(v\cdot Hv<\varepsilon\,v\cdot Sv\). The quotient \(R(x)=x\cdot Hx/x\cdot Sx\) is continuous on the unit sphere and attains a minimum \(\mu\) there, at some \(x\). Rescaling \(x\) does not change \(R\), so \(y\cdot(H-\mu S)y\ge0\) for all \(y\), with equality at \(x\). The previous fact gives \(Hx=\mu Sx\). Finally, \(\mu\,v\cdot Sv\le v\cdot Hv<\varepsilon\,v\cdot Sv\), hence \(\mu<\varepsilon\).

```lean
omit [DecidableEq n] in
/-- Variational principle: for symmetric `H` and symmetric positive definite `S`, a trial vector `v`
with `⟨v, H v⟩ < ε ⟨v, S v⟩` forces a generalized eigenvalue below `ε`. -/
theorem exists_eigen_below {H S : Matrix n n ℝ} (hH : H.IsSymm) (hS : S.IsSymm)
    (hpos : ∀ x, x ≠ 0 → 0 < x ⬝ᵥ S *ᵥ x) {ε : ℝ} {v : n → ℝ}
    (hv : v ⬝ᵥ H *ᵥ v < ε * (v ⬝ᵥ S *ᵥ v)) :
    ∃ μ < ε, ∃ ψ, IsGenEigen H S μ ψ := by
  have hv0 : v ≠ 0 := by
    rintro rfl
    simp at hv
  have hcont : ∀ A : Matrix n n ℝ, Continuous fun x : n → ℝ => x ⬝ᵥ A *ᵥ x := by
    intro A
    have h : Continuous fun x : n → ℝ => ∑ i, x i * ∑ j, A i j * x j := by fun_prop
    exact h
  have hunit : ∀ y : n → ℝ, y ≠ 0 → ‖y‖⁻¹ • y ∈ Metric.sphere (0 : n → ℝ) 1 := by
    intro y hy
    rw [mem_sphere_zero_iff_norm, norm_smul, norm_inv, norm_norm,
      inv_mul_cancel₀ (norm_ne_zero_iff.mpr hy)]
  have hne : ∀ y ∈ Metric.sphere (0 : n → ℝ) 1, y ≠ 0 := by
    rintro y hy rfl
    simp at hy
  -- the Rayleigh quotient attains its minimum on the unit sphere
  obtain ⟨x, hx, hmin⟩ := (isCompact_sphere (0 : n → ℝ) 1).exists_isMinOn ⟨_, hunit v hv0⟩
    ((hcont H).continuousOn.div (hcont S).continuousOn
      fun y hy => (hpos y (hne y hy)).ne')
  have hxS := hpos x (hne x hx)
  obtain ⟨μ, hμ⟩ : ∃ μ, μ = (x ⬝ᵥ H *ᵥ x) / (x ⬝ᵥ S *ᵥ x) := ⟨_, rfl⟩
  have hlow : ∀ y, μ * (y ⬝ᵥ S *ᵥ y) ≤ y ⬝ᵥ H *ᵥ y := by
    intro y
    by_cases hy : y = 0
    · simp [hy]
    have h : μ ≤ ((‖y‖⁻¹ • y) ⬝ᵥ H *ᵥ (‖y‖⁻¹ • y)) / ((‖y‖⁻¹ • y) ⬝ᵥ S *ᵥ (‖y‖⁻¹ • y)) := by
      rw [hμ]
      exact hmin (hunit y hy)
    rw [le_div_iff₀ (hpos _ (hne _ (hunit y hy)))] at h
    simp only [Matrix.mulVec_smul, dotProduct_smul, smul_dotProduct, smul_eq_mul] at h
    have hc : 0 < ‖y‖⁻¹ * ‖y‖⁻¹ := by
      have := norm_pos_iff.mpr hy
      positivity
    refine le_of_mul_le_mul_left ?_ hc
    linarith
  have hA : ∀ y, (H - μ • S) *ᵥ y = H *ᵥ y - μ • (S *ᵥ y) := fun y => by
    rw [Matrix.sub_mulVec, Matrix.smul_mulVec]
  refine ⟨μ, lt_of_mul_lt_mul_right ((hlow v).trans_lt hv) (hpos v hv0).le,
    x, hne x hx, ?_⟩
  -- the minimiser lies in the kernel of `H - μ S`
  have hker := kernel_of_form_zero (hH.sub (hS.smul μ)) (x := x)
    (fun y => by
      rw [hA, dotProduct_sub, dotProduct_smul, smul_eq_mul]
      linarith [hlow y])
    (by
      rw [hA, dotProduct_sub, dotProduct_smul, smul_eq_mul, hμ,
        div_mul_cancel₀ _ hxS.ne', sub_self])
  rw [hA] at hker
  exact sub_eq_zero.mp hker
```

The proof turns on `exists_isMinOn`, applied to `isCompact_sphere`. It asks for a nonempty compact set and a function continuous on it, and returns a minimising point. The rescaled trial state shows that the set is nonempty, and positivity of \(S\) keeps the denominator away from zero. The norm on `n → ℝ` is the maximum norm, so this "sphere" is the surface of a cube. That does no harm, because \(R\) depends only on direction: `hunit` moves any nonzero vector onto the surface, and `hlow` carries the bound back to all vectors.

In infinite dimension a minimum need not be attained. Multiplication by \(x\) on \(L^2(0,1)\) has expectation values below \(1\) but no eigenvalue.

## \(\beta\cdot\varphi=0\): a reference state that the projector misses

Physically, the nonlocal term does not act on \(\varphi\). Then \(H_t\varphi=H_0\varphi=\varepsilon S\varphi\) for every \(t\). The theorem `screened_iff` states this as an equivalence for any state orthogonal to \(\beta\) and any matrix `S`; its proof substitutes \(\beta\cdot x=0\).

```lean
omit [DecidableEq n] in
/-- A state orthogonal to `β` solves the screened problem exactly when it solves the
unscreened one, at the same energy. -/
theorem screened_iff {H0 S : Matrix n n ℝ} {β x : n → ℝ} (t μ : ℝ) (h : β ⬝ᵥ x = 0) :
    IsGenEigen (screened H0 t β) S μ x ↔ IsGenEigen H0 S μ x := by
  simp [IsGenEigen, screened_mulVec, h]
```

Without orthogonality the reference level can move. In one dimension with \(H_0=0\), \(q=0\) and \(\beta=\varphi=1\), the energy changes from \(0\) to \(-t\).

## \(tb^2>\beta\cdot H_0\beta-\varepsilon(b+qb^2)\): attraction beyond a threshold

This condition, `ht` in Lean, says that \(\beta\), used as a trial state, has screened energy below \(\varepsilon\) relative to its ultrasoft norm:

\[
\beta\cdot H_t\beta=\beta\cdot H_0\beta-tb^2<\varepsilon(b+qb^2)=\varepsilon\,\beta\cdot S\beta .
\]

It already forces \(\beta\neq0\), since both sides vanish otherwise. The variational principle then supplies \(\psi\) with \(H_t\psi=\mu S\psi\) and \(\mu<\varepsilon\).

For orthogonality, compare \(\varphi\cdot H_t\psi=\mu\,\varphi\cdot S\psi\) with \(\psi\cdot H_t\varphi=\varepsilon\,\psi\cdot S\varphi\). By symmetry \((\mu-\varepsilon)\,\varphi\cdot S\psi=0\), so \(\varphi\cdot S\psi=0\). Because \(\beta\cdot\varphi=0\), this is the ordinary \(\varphi\cdot\psi=0\). These are the steps `h1` to `h4`.

```lean
/-- For symmetric `H0` and `1 + q ⟨β, β⟩ > 0`, a reference state `φ` orthogonal to `β` keeps its
energy `ε` under screening, and beyond the stated strength the screened problem has a solution
orthogonal to `φ` with energy below `ε`. -/
theorem ghost_state {H0 : Matrix n n ℝ} (hH : H0.IsSymm) {β φ : n → ℝ} {q ε t : ℝ}
    (hq : 0 < 1 + q * (β ⬝ᵥ β)) (hφ : IsGenEigen H0 (overlap q β) ε φ)
    (hβφ : β ⬝ᵥ φ = 0)
    (ht : β ⬝ᵥ H0 *ᵥ β - ε * (β ⬝ᵥ β + q * (β ⬝ᵥ β) ^ 2) < t * (β ⬝ᵥ β) ^ 2) :
    IsGenEigen (screened H0 t β) (overlap q β) ε φ ∧
    ∃ μ < ε, ∃ ψ, IsGenEigen (screened H0 t β) (overlap q β) μ ψ ∧ φ ⬝ᵥ ψ = 0 := by
  have hφt := (screened_iff t ε hβφ).mpr hφ
  have hHt : (screened H0 t β).IsSymm := hH.sub ((projector_symm β).smul t)
  have hS : (overlap q β).IsSymm := Matrix.isSymm_one.add ((projector_symm β).smul q)
  -- `β` itself is the trial state
  obtain ⟨μ, hμ, ψ, hψ⟩ := exists_eigen_below (ε := ε) (v := β) hHt hS
    (fun x hx => overlap_pos hq hx) (by
      rw [screened_mulVec, overlap_mulVec, dotProduct_sub, dotProduct_add,
        dotProduct_smul, dotProduct_smul, smul_eq_mul, smul_eq_mul]
      linarith)
  refine ⟨hφt, μ, hμ, ψ, hψ, ?_⟩
  -- different energies give `S`-orthogonality, and `S φ = φ`
  have h1 : φ ⬝ᵥ screened H0 t β *ᵥ ψ = μ * (φ ⬝ᵥ overlap q β *ᵥ ψ) := by
    rw [hψ.2, dotProduct_smul, smul_eq_mul]
  have h2 : ψ ⬝ᵥ screened H0 t β *ᵥ φ = ε * (ψ ⬝ᵥ overlap q β *ᵥ φ) := by
    rw [hφt.2, dotProduct_smul, smul_eq_mul]
  have h3 : (μ - ε) * (φ ⬝ᵥ overlap q β *ᵥ ψ) = 0 := by
    linear_combination -h1 + h2 + form_comm hHt φ ψ - ε * form_comm hS φ ψ
  have h4 := (mul_eq_zero.mp h3).resolve_left (sub_ne_zero.mpr hμ.ne)
  rw [overlap_mulVec, dotProduct_add, dotProduct_smul, dotProduct_comm φ β, hβφ,
    smul_zero, add_zero] at h4
  exact h4
```

In words: \(\varphi\) solves the screened problem at \(\varepsilon\), and some \(\psi\) orthogonal to it solves the same problem at a lower energy. The theorem does not say that \(\psi\) is new. If the inequality holds at \(t=0\), a level below \(\varepsilon\) was present before screening. Nor does it say that \(\psi\) is spurious, as the word "ghost" in the theorem's name may suggest: that would take a comparison with all-electron levels, which this model does not contain.

## \(H_0\beta=h\beta\): when the threshold is exact

The inequality is also necessary under two further hypotheses: \(\beta\) is an eigenvector of \(H_0\), so the projector channel is uncoupled from the rest, and \(x\cdot H_0x\ge\varepsilon\,x\cdot x\) whenever \(\beta\cdot x=0\), so the rest holds no lower energy.

Let \(H_t\psi=\mu S\psi\) with \(\mu<\varepsilon\). If \(\beta\cdot\psi=0\), then \(H_0\psi=\mu\psi\), which contradicts the second hypothesis. Otherwise take the dot product with \(\beta\), use symmetry in the form \(\beta\cdot H_0\psi=\psi\cdot H_0\beta=h\,\beta\cdot\psi\), and cancel \(\beta\cdot\psi\):

\[
h-tb=\mu(1+qb)<\varepsilon(1+qb).
\]

Multiplying by \(b>0\) gives the threshold, since \(\beta\cdot H_0\beta=hb\). The proof makes the same case split, and the converse is the variational principle again.

```lean
/-- Sharpness: let `H0` be symmetric and `1 + q ⟨β, β⟩ > 0`. If `β` is an eigenvector of `H0` and
`H0` is at least `ε` on the states orthogonal to `β`, the screened problem has a level below `ε`
exactly beyond the threshold. -/
theorem ghost_iff {H0 : Matrix n n ℝ} (hH : H0.IsSymm) {β : n → ℝ} {q ε t h : ℝ}
    (hβ : β ≠ 0) (hq : 0 < 1 + q * (β ⬝ᵥ β)) (hh : H0 *ᵥ β = h • β)
    (hperp : ∀ x, β ⬝ᵥ x = 0 → ε * (x ⬝ᵥ x) ≤ x ⬝ᵥ H0 *ᵥ x) :
    (∃ μ < ε, ∃ ψ, IsGenEigen (screened H0 t β) (overlap q β) μ ψ) ↔
    β ⬝ᵥ H0 *ᵥ β - ε * (β ⬝ᵥ β + q * (β ⬝ᵥ β) ^ 2) < t * (β ⬝ᵥ β) ^ 2 := by
  have hsq : ∀ x : n → ℝ, x ≠ 0 → 0 < x ⬝ᵥ x := fun x hx =>
    lt_of_le_of_ne (Finset.sum_nonneg fun i _ => mul_self_nonneg (x i))
      fun h => hx (dotProduct_self_eq_zero.mp h.symm)
  constructor
  · rintro ⟨μ, hμ, ψ, hψ0, hψ⟩
    rw [screened_mulVec, overlap_mulVec] at hψ
    by_cases hc : β ⬝ᵥ ψ = 0
    · -- a state that misses `β` cannot lie below `ε`
      have h1 := hperp ψ hc
      simp only [hc, mul_zero, zero_smul, sub_zero, add_zero] at hψ
      rw [hψ, dotProduct_smul, smul_eq_mul] at h1
      exact absurd h1 (not_le_of_gt (mul_lt_mul_of_pos_right hμ (hsq ψ hψ0)))
    · -- project the eigenvalue equation on `β`
      have h1 := congrArg (fun y => β ⬝ᵥ y) hψ
      simp only [dotProduct_sub, dotProduct_add, dotProduct_smul, smul_eq_mul] at h1
      rw [form_comm hH β ψ, hh, dotProduct_smul, smul_eq_mul, dotProduct_comm ψ β] at h1
      have h2 : h - t * (β ⬝ᵥ β) = μ * (1 + q * (β ⬝ᵥ β)) := by
        apply mul_right_cancel₀ hc
        linear_combination h1
      have h3 := mul_pos (mul_pos (sub_pos.mpr hμ) hq) (hsq β hβ)
      rw [hh, dotProduct_smul, smul_eq_mul]
      linear_combination h3 + (β ⬝ᵥ β) * h2
  · intro ht
    refine exists_eigen_below (v := β) (hH.sub ((projector_symm β).smul t))
      (Matrix.isSymm_one.add ((projector_symm β).smul q))
      (fun x hx => overlap_pos hq hx) ?_
    change β ⬝ᵥ screened H0 t β *ᵥ β < ε * (β ⬝ᵥ overlap q β *ᵥ β)
    rw [screened_mulVec, overlap_mulVec, dotProduct_sub, dotProduct_add,
      dotProduct_smul, dotProduct_smul, smul_eq_mul, smul_eq_mul]
    linarith
```

If \(\beta\) couples to other states, a level can lie below \(\varepsilon\) before the threshold is reached. With \(H_0=\begin{pmatrix}1&2\\2&1\end{pmatrix}\), \(\beta=(0,1)\) and \(q=\varepsilon=0\), the threshold is \(t>1\), but \(-1\) is a level at \(t=0\). If instead the second hypothesis fails, as for \(H_0=\mathrm{diag}(-1,1)\) with the same \(\beta\), \(q\) and \(\varepsilon\), the low level lies in the complement from the start.

## Two levels that cross at \(t=1\)

For \(H_0=\mathrm{diag}(0,1)\), \(\beta=(0,1)\) and \(q=1\), the reference state \((1,0)\) stays at \(0\) and the other level is \((1-t)/2\). It is below the reference exactly when \(t>1\), so without the strength condition there is no lower level here. The theorem uses the eigenvector \((0,1)\); normalised with \(S\), it is \((0,1/\sqrt2)\).

```lean
/-- Two-level model with `H0 = diag(0, 1)`, `β = (0, 1)` and `q = 1`: the state `(1, 0)` has
energy `0` and is orthogonal to `β`, and `β` has screened energy `(1 - t) / 2`. -/
theorem ghost_witness (t : ℝ) :
    IsGenEigen !![0, 0; 0, 1] (overlap 1 ![0, 1]) 0 ![1, 0] ∧
    (![0, 1] : Fin 2 → ℝ) ⬝ᵥ ![1, 0] = 0 ∧
    IsGenEigen (screened !![0, 0; 0, 1] t ![0, 1]) (overlap 1 ![0, 1])
      ((1 - t) / 2) ![0, 1] := by
  refine ⟨⟨fun h => ?_, ?_⟩, ?_, ⟨fun h => ?_, ?_⟩⟩
  · simpa using congrFun h 0
  · ext i
    fin_cases i <;> simp [Matrix.mulVec, dotProduct, Fin.sum_univ_two]
  · simp [dotProduct, Fin.sum_univ_two]
  · simpa using congrFun h 1
  · rw [screened_mulVec, overlap_mulVec]
    ext i
    fin_cases i <;> simp [dotProduct, Fin.sum_univ_two]
    ring

end UltrasoftGhost
```

```lean
#print axioms UltrasoftGhost.ghost_state
#print axioms UltrasoftGhost.ghost_iff
```

```
'UltrasoftGhost.ghost_state' depends on axioms: [propext, Classical.choice, Quot.sound]
'UltrasoftGhost.ghost_iff' depends on axioms: [propext, Classical.choice, Quot.sound]
```
